# The fraction of spin-½ branching paths whose first pair is a singlet

A coupling history of $N$ spins one half is modelled here as a list of Booleans, and the singlet weight of the first pair as a ratio of two numbers of such lists. An entry `true` raises the total spin $S$ by ½, and `false` lowers it. Total spins are recorded by their doubled values, which are integers; a path starts at zero and may not go below it. Let $m=2S$ be the doubled final spin. If $k$ is the number of lowering steps, then $N=m+2k$, and for $N\ge2$ the fraction of the paths ending at $m$ whose first pair is a singlet is

$$\frac{k(m+k+1)}{N(N-1)},\qquad m+k+1=N+1-k .$$

For each magnetic quantum number $M=-S,-S+1,\dots,S$, a path with final spin $S$ labels one genealogical spin function, as used in spin-adapted configuration interaction. The theorems count these labels for a finite number of spins one half; they construct neither the functions nor the spin operators.

```lean
import Mathlib

open scoped Nat

namespace FirstPairSinglet
```

The set `branchingPaths n a m` contains the $n$-step paths from $a$ to $m$, built by their first step. Write $B_n(a,m)$ for its size.

```lean
/-- Branching paths that couple `n` further spins one half, one at a time, and take twice the
total spin from `a` to `m`; `true` raises the total spin by one half, `false` lowers it. -/
def branchingPaths : ℕ → ℕ → ℕ → Finset (List Bool)
  | 0, a, m => if a = m then {[]} else ∅
  | n + 1, 0, m => (branchingPaths n 1 m).image (List.cons true)
  | n + 1, a + 1, m =>
      (branchingPaths n (a + 2) m).image (List.cons true) ∪
        (branchingPaths n a m).image (List.cons false)
```

A full history starts from no spins, so $f(N,m)=B_N(0,m)$.

```lean
/-- The number of branching paths of `N` spins one half with total spin `m / 2`. -/
def pathCount (N m : ℕ) : ℕ := (branchingPaths N 0 m).card
```

The first two spins form a singlet exactly when the path begins up, down.

```lean
/-- The branching paths of `N` spins with total spin `m / 2` whose first two steps are
up and down, so that the first two spins are coupled to a singlet. -/
def singletPairPaths (N m : ℕ) : Finset (List Bool) :=
  (branchingPaths N 0 m).filter (fun l => l.take 2 = [true, false])
```

From $\mathbf s_1\cdot\mathbf s_2=\tfrac12\left[S_{12}(S_{12}+1)-\tfrac32\right]$, a singlet pair has the value $-\tfrac34$ and a triplet pair $\tfrac14$. The file takes these two values as a definition.

```lean
/-- The value of `s₁ · s₂` on a branching path of at least two spins: `-3/4` if the first pair
is a singlet and `1/4` otherwise. -/
def pairCorrelation (l : List Bool) : ℚ :=
  if l.take 2 = [true, false] then -3 / 4 else 1 / 4
```

## Counting by the first step

**(a)** Count the paths with no steps.

Only the empty path exists, and it stays where it is: $B_0(a,m)=\delta_{am}$.

```lean
lemma card_zero (a m : ℕ) : (branchingPaths 0 a m).card = if a = m then 1 else 0 := by
  rw [branchingPaths]
  split_ifs <;> rfl
```

**(b)** Show that $B_0(a,m)=B_0(b,k)$ if $a=m$ holds exactly when $b=k$.

The two Kronecker deltas agree.

```lean
lemma card_zero_congr {a m b k : ℕ} (h : a = m ↔ b = k) :
    (branchingPaths 0 a m).card = (branchingPaths 0 b k).card := by
  simp only [card_zero, h]
```

**(c)** Find $B_0(a,m)$ for $a\ne m$.

It is zero, by (a).

```lean
lemma card_zero_ne {a m : ℕ} (h : a ≠ m) : (branchingPaths 0 a m).card = 0 := by
  rw [card_zero, if_neg h]
```

**(d)** Count the paths that start at zero.

The first step must go up, and prepending it loses no information, so $B_{n+1}(0,m)=B_n(1,m)$.

```lean
lemma card_first_zero (n m : ℕ) :
    (branchingPaths (n + 1) 0 m).card = (branchingPaths n 1 m).card := by
  rw [branchingPaths]
  exact Finset.card_image_of_injective _ List.cons_injective
```

**(e)** Do the same for a start at $a+1$.

Both steps are allowed, and no list begins with both, so the two sets are disjoint:
$$B_{n+1}(a+1,m)=B_n(a+2,m)+B_n(a,m).$$

```lean
lemma card_first_succ (n a m : ℕ) :
    (branchingPaths (n + 1) (a + 1) m).card =
      (branchingPaths n (a + 2) m).card + (branchingPaths n a m).card := by
  rw [branchingPaths, Finset.card_union_of_disjoint,
    Finset.card_image_of_injective _ List.cons_injective,
    Finset.card_image_of_injective _ List.cons_injective]
  refine Finset.disjoint_left.2 fun l h1 h2 => ?_
  obtain ⟨x, _, rfl⟩ := Finset.mem_image.1 h1
  obtain ⟨y, _, h⟩ := Finset.mem_image.1 h2
  simp at h
```

## Counting by the last step

**(f)** Show that $B_{n+1}(a,0)=B_n(a,1)$ and $B_{n+1}(a,m+1)=B_n(a,m)+B_n(a,m+2)$.

Use induction on $n$, for all $a$ at once. For $n=0$, (d) and (e) reduce both sides to deltas; for example,
$$B_1(a+1,m+1)=\delta_{a+2,m+1}+\delta_{a,m+1}=\delta_{a+1,m}+\delta_{a+1,m+2}.$$
For the induction step, expand the first step, apply the hypothesis and regroup:
$$\begin{aligned}B_{n+2}(a+1,m+1)&=B_{n+1}(a+2,m+1)+B_{n+1}(a,m+1)\\&=B_n(a+2,m)+B_n(a+2,m+2)+B_n(a,m)+B_n(a,m+2)\\&=B_{n+1}(a+1,m)+B_{n+1}(a+1,m+2).\end{aligned}$$
For the end point 0, the same expansion gives $B_n(a+2,1)+B_n(a,1)=B_{n+1}(a+1,1)$. For the start 0, only the upward term is present. In Lean, `omega` combines these linear equations.

```lean
/-- Genealogical recursion: the number of `(n + 1)`-step paths from `a` to a given end point is the
sum of the numbers of `n`-step paths from `a` to its nonnegative neighbours. -/
theorem card_last_step (n : ℕ) : ∀ a : ℕ,
    (branchingPaths (n + 1) a 0).card = (branchingPaths n a 1).card ∧
    ∀ m, (branchingPaths (n + 1) a (m + 1)).card =
      (branchingPaths n a m).card + (branchingPaths n a (m + 2)).card := by
  induction n with
  | zero =>
    intro a
    cases a with
    | zero =>
      refine ⟨(card_first_zero 0 0).trans (card_zero_congr (by omega)), fun m => ?_⟩
      have h2 : (branchingPaths 0 1 (m + 1)).card = (branchingPaths 0 0 m).card :=
        card_zero_congr (by omega)
      have h3 : (branchingPaths 0 0 (m + 2)).card = 0 := card_zero_ne (by omega)
      rw [card_first_zero, h2, h3, add_zero]
    | succ a =>
      refine ⟨?_, fun m => ?_⟩
      · have h2 : (branchingPaths 0 (a + 2) 0).card = 0 := card_zero_ne (by omega)
        have h3 : (branchingPaths 0 a 0).card = (branchingPaths 0 (a + 1) 1).card :=
          card_zero_congr (by omega)
        rw [card_first_succ, h2, h3, zero_add]
      · have h2 : (branchingPaths 0 (a + 2) (m + 1)).card =
            (branchingPaths 0 (a + 1) m).card := card_zero_congr (by omega)
        have h3 : (branchingPaths 0 a (m + 1)).card =
            (branchingPaths 0 (a + 1) (m + 2)).card := card_zero_congr (by omega)
        rw [card_first_succ, h2, h3]
  | succ n ih =>
    intro a
    -- expand the first step on both sides and use the recursion for the shorter path
    cases a with
    | zero =>
      refine ⟨?_, fun m => ?_⟩
      · have h1 := card_first_zero (n + 1) 0
        have h2 := card_first_zero n 1
        have h3 := (ih 1).1
        omega
      · have h1 := card_first_zero (n + 1) (m + 1)
        have h2 := card_first_zero n m
        have h3 := card_first_zero n (m + 2)
        have h4 := (ih 1).2 m
        omega
    | succ a =>
      refine ⟨?_, fun m => ?_⟩
      · have h1 := card_first_succ (n + 1) a 0
        have h2 := card_first_succ n a 1
        have h3 := (ih (a + 2)).1
        have h4 := (ih a).1
        omega
      · have h1 := card_first_succ (n + 1) a (m + 1)
        have h2 := card_first_succ n a m
        have h3 := card_first_succ n a (m + 2)
        have h4 := (ih (a + 2)).2 m
        have h5 := (ih a).2 m
        omega
```

**(g)** Specialise to a history that ends at zero.

Setting $a=0$ gives $f(n+1,0)=f(n,1)$.

```lean
lemma pathCount_succ_zero (n : ℕ) : pathCount (n + 1) 0 = pathCount n 1 :=
  (card_last_step n 0).1
```

**(h)** Specialise to a positive final spin.

Likewise, $f(n+1,m+1)=f(n,m)+f(n,m+2)$.

```lean
lemma pathCount_succ_succ (n m : ℕ) :
    pathCount (n + 1) (m + 1) = pathCount n m + pathCount n (m + 2) :=
  (card_last_step n 0).2 m
```

**(i)** Show that $f(n,m)=0$ for $n<m$.

For $n=0$ this is (c). If $n+1<m=p+1$, then $n<p$ and $n<p+2$, so both terms in (h) vanish by induction.

```lean
/-- No branching path of `n` spins reaches a total spin larger than `n / 2`. -/
theorem pathCount_eq_zero (n : ℕ) : ∀ m, n < m → pathCount n m = 0 := by
  induction n with
  | zero =>
    intro m h
    rw [pathCount, card_zero, if_neg (by omega)]
  | succ n ih =>
    intro m h
    obtain ⟨p, rfl⟩ : ∃ p, m = p + 1 := ⟨m - 1, by omega⟩
    rw [pathCount_succ_succ, ih p (by omega), ih (p + 2) (by omega)]
```

## The closed form

**(j)** For $n=m+2k$, prove $f(n,m)\,k!\,(m+k+1)!=(m+1)\,n!$.

At $n=0$ both sides equal 1. The step to $n+1$ has three cases.

- For $m=0$, $k=j+1$, we have $n+1=2(j+1)$, and
$$f(n,1)(j+1)!(j+2)!=(j+1)\cdot2\,n!=(n+1)!.$$
- For $m=n+1$, $k=0$, the term $f(n,n+2)$ vanishes, and
$$f(n,n)(n+2)!=(n+2)(n+1)\,n!=(n+2)(n+1)!.$$
- For $m=p+1$, $k=j+1$, we have $n+1=p+2j+3$. The hypotheses for $f(n,p)$ and $f(n,p+2)$, multiplied by $p+j+3$ and $j+1$, add up to
$$n!\left[(p+j+3)(p+1)+(j+1)(p+3)\right]=n!\,(p+2)(p+2j+3)=(p+2)(n+1)!.$$

The `calc` blocks follow these cases, with `ring` for the polynomial algebra.

```lean
/-- Closed form for the number of branching paths of `n = m + 2k` spins with total
spin `m / 2`. -/
theorem pathCount_factorial (n : ℕ) : ∀ m k, n = m + 2 * k →
    pathCount n m * (k ! * (m + k + 1)!) = (m + 1) * n ! := by
  induction n with
  | zero =>
    intro m k h
    obtain ⟨rfl, rfl⟩ : m = 0 ∧ k = 0 := by omega
    simp [pathCount, branchingPaths]
  | succ n ih =>
    intro m k h
    rcases m with _ | p
    · obtain ⟨j, rfl⟩ : ∃ j, k = j + 1 := ⟨k - 1, by omega⟩
      have h1 := ih 1 j (by omega)
      rw [pathCount_succ_zero, Nat.factorial_succ j, Nat.factorial_succ n,
        show 0 + (j + 1) + 1 = 1 + j + 1 by omega]
      calc _ = (j + 1) * (pathCount n 1 * (j ! * (1 + j + 1)!)) := by ring
        _ = (j + 1) * ((1 + 1) * n !) := by rw [h1]
        _ = _ := by rw [show n + 1 = 2 * j + 2 by omega]; ring
    · rcases k with _ | j
      · obtain rfl : n = p := by omega
        have h1 := ih n 0 (by omega)
        rw [pathCount_succ_succ, pathCount_eq_zero n (n + 2) (by omega),
          show n + 1 + 0 + 1 = (n + 0 + 1) + 1 by omega, Nat.factorial_succ (n + 0 + 1)]
        calc _ = (n + 2) * (pathCount n n * (0 ! * (n + 0 + 1)!)) := by ring
          _ = (n + 2) * ((n + 1) * n !) := by rw [h1]
          _ = _ := by rw [Nat.factorial_succ n]
      · have h1 := ih p (j + 1) (by omega)
        have h2 := ih (p + 2) j (by omega)
        rw [show p + (j + 1) + 1 = p + j + 2 by omega, Nat.factorial_succ j] at h1
        rw [show p + 2 + j + 1 = (p + j + 2) + 1 by omega,
          Nat.factorial_succ (p + j + 2)] at h2
        rw [pathCount_succ_succ, show p + 1 + (j + 1) + 1 = (p + j + 2) + 1 by omega,
          Nat.factorial_succ (p + j + 2), Nat.factorial_succ j, Nat.factorial_succ n]
        calc _ = (p + j + 3) * (pathCount n p * ((j + 1) * j ! * (p + j + 2)!)) +
              (j + 1) * (pathCount n (p + 2) *
                (j ! * ((p + j + 2 + 1) * (p + j + 2)!))) := by ring
          _ = (p + j + 3) * ((p + 1) * n !) + (j + 1) * ((p + 2 + 1) * n !) := by
              rw [h1, h2]
          _ = _ := by rw [show n + 1 = p + 2 * j + 3 by omega]; ring
```

**(k)** Show that $f(N,m)>0$ for $N=m+2k$.

If it were zero, the left side of (j) would vanish, while the right side is positive.

```lean
lemma pathCount_pos {N m k : ℕ} (h : N = m + 2 * k) : 0 < pathCount N m := by
  refine Nat.pos_of_ne_zero fun h0 => ?_
  have h1 := pathCount_factorial N m k h
  rw [h0, zero_mul] at h1
  exact (Nat.mul_pos (Nat.succ_pos m) (Nat.factorial_pos N)).ne h1
```

## Removing the pair

**(l)** For $n+2=m+2k$, prove
$$(n+2)(n+1)f(n,m)=k(m+k+1)f(n+2,m).$$

With $N=n+2$ this is the relation between $f(N-2,m)$ and $f(N,m)$. If $k=0$, then $n<m$ and both sides vanish. If $k=j+1$, (j) gives
$$f(n,m)\,j!\,(m+j+1)!=(m+1)n!,$$
$$f(n+2,m)\,(j+1)!\,(m+j+2)!=(m+1)(n+2)!.$$
Multiply the first equation by $(n+2)(n+1)$. The right sides then agree, and cancelling $j!\,(m+j+1)!$ leaves the factor $(j+1)(m+j+2)=k(m+k+1)$.

```lean
/-- Removing two spins at fixed total spin `m / 2`: with `N = n + 2 = m + 2k`, the path numbers
obey `N (N - 1) f(N - 2, m) = k (N + 1 - k) f(N, m)`, where `N + 1 - k = m + k + 1`. -/
theorem pathCount_remove_pair {n m k : ℕ} (h : n + 2 = m + 2 * k) :
    (n + 2) * (n + 1) * pathCount n m = k * (m + k + 1) * pathCount (n + 2) m := by
  rcases k with _ | j
  · rw [pathCount_eq_zero n m (by omega)]
    simp
  · have h1 := pathCount_factorial n m j (by omega)
    have h2 := pathCount_factorial (n + 2) m (j + 1) h
    rw [show m + (j + 1) + 1 = (m + j + 1) + 1 by omega, Nat.factorial_succ (m + j + 1),
      Nat.factorial_succ j, Nat.factorial_succ (n + 1), Nat.factorial_succ n] at h2
    -- compare the two closed forms after multiplying by a common positive factor
    refine Nat.eq_of_mul_eq_mul_right
      (Nat.mul_pos (Nat.factorial_pos j) (Nat.factorial_pos (m + j + 1))) ?_
    calc _ = (n + 2) * (n + 1) * (pathCount n m * (j ! * (m + j + 1)!)) := by ring
      _ = (n + 2) * (n + 1) * ((m + 1) * n !) := by rw [h1]
      _ = (m + 1) * ((n + 1 + 1) * ((n + 1) * n !)) := by ring
      _ = _ := h2.symm
      _ = _ := by ring
```

**(m)** Count the paths of $n+2$ spins that begin with a singlet pair.

After up, down the total spin is again zero. Deleting these two steps leaves an arbitrary $n$-step path from 0 to $m$, and prepending them reverses the deletion. The number is therefore $f(n,m)$. Lean writes the filtered set as the image of this prepending map, which is injective.

```lean
/-- The paths of `n + 2` spins whose first pair is a singlet are as numerous as the paths
of the remaining `n` spins with the same total spin. -/
theorem card_singletPairPaths (n m : ℕ) :
    (singletPairPaths (n + 2) m).card = pathCount n m := by
  have e : branchingPaths (n + 2) 0 m =
      ((branchingPaths n 2 m).image (List.cons true) ∪
        (branchingPaths n 0 m).image (List.cons false)).image (List.cons true) := rfl
  have h : singletPairPaths (n + 2) m =
      (branchingPaths n 0 m).image (fun l => true :: false :: l) := by
    ext l
    rw [singletPairPaths, e]
    simp only [Finset.mem_filter, Finset.mem_image, Finset.mem_union]
    constructor
    · rintro ⟨⟨x, (⟨y, hy, rfl⟩ | ⟨y, hy, rfl⟩), rfl⟩, h⟩
      · simp at h
      · exact ⟨y, hy, rfl⟩
    · rintro ⟨y, hy, rfl⟩
      exact ⟨⟨false :: y, Or.inr ⟨y, hy, rfl⟩, rfl⟩, rfl⟩
  rw [h, pathCount]
  exact Finset.card_image_of_injective _ (fun x y hxy => by simpa using hxy)
```

**(n)** Find the fraction of paths whose first pair is a singlet.

By (m) it is $f(n,m)/f(n+2,m)$. The denominator is nonzero by (k), so (l) gives
$$\frac{k(m+k+1)}{(n+2)(n+1)}.$$
The hypothesis `n + 2 = m + 2 * k` expresses $N\ge2$, $m\le N$ and the matching parity of $N$ and $m$. The cast to `ℚ` makes the division exact.

```lean
/-- Singlet weight of the first pair: among the branching paths of `N = n + 2 = m + 2k` spins
with total spin `m / 2`, the fraction whose first two spins form a singlet is
`k (m + k + 1) / (N (N - 1))`. -/
theorem singlet_fraction {n m k : ℕ} (h : n + 2 = m + 2 * k) :
    ((singletPairPaths (n + 2) m).card : ℚ) / pathCount (n + 2) m =
      (k * (m + k + 1)) / ((n + 2) * (n + 1)) := by
  have hf : (pathCount (n + 2) m : ℚ) ≠ 0 := by exact_mod_cast (pathCount_pos h).ne'
  have hid : ((n : ℚ) + 2) * (n + 1) * pathCount n m =
      k * (m + k + 1) * pathCount (n + 2) m := by exact_mod_cast pathCount_remove_pair h
  rw [card_singletPairPaths, div_eq_div_iff hf (by positivity)]
  linear_combination hid
```

**(o)** Evaluate the fraction for $2j+2$ spins with total spin zero.

Here $n=2j$, $m=0$ and $k=j+1$, so
$$\frac{(j+1)(j+2)}{(2j+2)(2j+1)}=\frac{j+2}{2(2j+1)}.$$
For two spins ($j=0$) this is 1.

```lean
/-- For `2j + 2` spins coupled to total spin zero, the first pair is a singlet in the fraction
`(j + 2) / (2 (2j + 1))` of the branching paths. -/
theorem singlet_fraction_total_singlet (j : ℕ) :
    ((singletPairPaths (2 * j + 2) 0).card : ℚ) / pathCount (2 * j + 2) 0 =
      (j + 2) / (2 * (2 * j + 1)) := by
  rw [singlet_fraction (n := 2 * j) (m := 0) (k := j + 1) (by omega),
    div_eq_div_iff (by positivity) (by positivity)]
  push_cast
  ring
```

**(p)** Average $\mathbf s_1\cdot\mathbf s_2$ over the paths, with $S=m/2$ and $N=n+2$.

A singlet pair lies one unit below the triplet value, so the average is $\tfrac14$ minus the fraction in (n). Since $k=(N-m)/2$,
$$k(m+k+1)=\frac{(N-m)(N+m+2)}4=\frac{N(N+2)}4-S(S+1),$$
and the average is
$$\frac14-\frac{N(N+2)/4-S(S+1)}{N(N-1)}=\frac{S(S+1)-3N/4}{N(N-1)}.$$
In Lean, `hc` and `hsum` split the sum in this way, and `linear_combination` finishes the algebra from (l).

```lean
/-- The average of `s₁ · s₂` over the branching paths of `N = n + 2` spins with total spin
`S = m / 2` is `(S (S + 1) - 3 N / 4) / (N (N - 1))`. -/
theorem average_pairCorrelation {n m k : ℕ} (h : n + 2 = m + 2 * k) :
    (∑ l ∈ branchingPaths (n + 2) 0 m, pairCorrelation l) / pathCount (n + 2) m =
      ((m / 2 : ℚ) * (m / 2 + 1) - 3 * (n + 2) / 4) / ((n + 2) * (n + 1)) := by
  have hf : (pathCount (n + 2) m : ℚ) ≠ 0 := by exact_mod_cast (pathCount_pos h).ne'
  have hid : ((n : ℚ) + 2) * (n + 1) * pathCount n m =
      k * (m + k + 1) * pathCount (n + 2) m := by exact_mod_cast pathCount_remove_pair h
  have hc : ∀ l, pairCorrelation l =
      1 / 4 - (if l.take 2 = [true, false] then (1 : ℚ) else 0) := by
    intro l
    rw [pairCorrelation]
    split_ifs <;> norm_num
  -- each singlet pair lowers the triplet value 1/4 by one
  have hsum : ∑ l ∈ branchingPaths (n + 2) 0 m, pairCorrelation l =
      (pathCount (n + 2) m : ℚ) * (1 / 4) - pathCount n m := by
    rw [← card_singletPairPaths n m, Finset.sum_congr rfl (fun l _ => hc l),
      Finset.sum_sub_distrib, Finset.sum_const, nsmul_eq_mul, Finset.sum_boole]
    rfl
  have hq : (n : ℚ) + 2 = m + 2 * k := by exact_mod_cast h
  have hn : (n : ℚ) = m + 2 * k - 2 := by linarith
  rw [hsum, div_eq_div_iff hf (by positivity)]
  rw [hn] at hid ⊢
  linear_combination -hid

end FirstPairSinglet
```

```lean
#print axioms FirstPairSinglet.singlet_fraction
#print axioms FirstPairSinglet.singlet_fraction_total_singlet
#print axioms FirstPairSinglet.average_pairCorrelation
```

```
'FirstPairSinglet.singlet_fraction' depends on axioms: [propext, Classical.choice, Quot.sound]
'FirstPairSinglet.singlet_fraction_total_singlet' depends on axioms: [propext, Classical.choice, Quot.sound]
'FirstPairSinglet.average_pairCorrelation' depends on axioms: [propext, Classical.choice, Quot.sound]
```

## Projectors in place of paths

The weight could also be modelled as the normalised trace of the singlet projector $\tfrac14-\mathbf s_1\cdot\mathbf s_2$ over the spin functions with fixed $S$ and $M$. The value would be the same, because the genealogical functions form an orthonormal basis in which this projector is diagonal. Carrying the present count over to that model would mean constructing this basis and the operators, and the two pair values would be derived instead of defined. The trace can also be found without the basis, from permutation symmetry and $\mathbf S^2=\tfrac34N+2\sum_{i<j}\mathbf s_i\cdot\mathbf s_j$.

## Path counts and mean energies in a program

A program that enumerates genealogical spin functions can fill a table of $f(N,m)$ with the recursion in (g) and (h). Counting the generated paths that begin up, down and comparing with (n) then tests the enumeration.

The average in (p) also gives a mean energy. For a finite Heisenberg model $H=\sum_{i<j}J_{ij}\,\mathbf s_i\cdot\mathbf s_j$ of spins one half, permutation symmetry gives every pair the same average over all states of spin $S$. The mean energy of these states is therefore $\sum_{i<j}J_{ij}$ times the value in (p), without diagonalising $H$.
